# Every nonzero idempotent on a finite-dimensional complex space fixes a normalised state

The theorem concerns a complex square matrix `Q` over a finite index set, with `Q * Q = Q` and `Q ≠ 0`. It states that some vector `u` satisfies `Q *ᵥ u = u` and `star u ⬝ᵥ u = 1`, so that `u` is a normalised eigenstate of `Q` with eigenvalue 1. `Q` need not be Hermitian, so oblique projections are covered as well as orthogonal ones. The proof picks a vector `w` with `Q *ᵥ w ≠ 0`, writes the squared norm of `Q *ᵥ w` as a real number `r`, shows that `r` is positive, and divides `Q *ᵥ w` by the square root of `r`.

The failing Lean file:

```lean
import Mathlib

open Matrix
open scoped ComplexOrder

namespace PinchingInequality

noncomputable section

variable {n ι : Type*} [Fintype n] [DecidableEq n] [Fintype ι]

/-- A nonzero idempotent matrix leaves some unit vector unchanged. -/
theorem exists_fixed_unit_vector {Q : Matrix n n ℂ} (hQ : Q * Q = Q) (h0 : Q ≠ 0) :
    ∃ u : n → ℂ, Q *ᵥ u = u ∧ star u ⬝ᵥ u = 1 := by
  obtain ⟨w, hw⟩ : ∃ w, Q *ᵥ w ≠ 0 := by
    by_contra! h
    apply h0
    ext i j
    have := congrFun (h (Pi.single j 1)) i
    simpa using this
  obtain ⟨r, hr0, hr⟩ : ∃ r : ℝ, 0 ≤ r ∧ star (Q *ᵥ w) ⬝ᵥ (Q *ᵥ w) = (r : ℂ) := by
    refine ⟨∑ i, Complex.normSq ((Q *ᵥ w) i),
      Finset.sum_nonneg fun i _ => Complex.normSq_nonneg _, ?_⟩
    rw [Complex.ofReal_sum]
    exact Finset.sum_congr rfl fun i _ => Complex.normSq_eq_conj_mul_self.symm
  have hpos : 0 < r := by
    refine lt_of_le_of_ne hr0 fun h => hw ?_
    apply dotProduct_star_self_eq_zero.1
    rw [dotProduct_comm, hr, ← h, Complex.ofReal_zero]
  obtain ⟨s, hs, hrs⟩ : ∃ s : ℝ, 0 < s ∧ s * s = r :=
    ⟨√r, Real.sqrt_pos.2 hpos, Real.mul_self_sqrt hpos.le⟩
  -- normalise the vector `Q w`
  refine ⟨((s⁻¹ : ℝ) : ℂ) • (Q *ᵥ w), ?_, ?_⟩
  · rw [mulVec_smul, mulVec_mulVec, hQ]
  · have h1 : s⁻¹ * (s⁻¹ * r) = 1 := by
      rw [← hrs]
      field_simp
    have hstar : star ((s⁻¹ : ℝ) : ℂ) = ((s⁻¹ : ℝ) : ℂ) := Complex.conj_ofReal _
    rw [star_smul, smul_dotProduct, dotProduct_smul, hr, hstar, smul_eq_mul, smul_eq_mul]
    exact_mod_cast h1

end

end PinchingInequality
```

Lean reports:

```
Main.lean:29:25: error: Tactic `rewrite` failed: Did not find an occurrence of the pattern
  star (Q *ᵥ w) ⬝ᵥ Q *ᵥ w
in the target expression
  Q *ᵥ w ⬝ᵥ star (Q *ᵥ w) = 0

n : Type u_1
inst✝¹ : Fintype n
inst✝ : DecidableEq n
Q : Matrix n n ℂ
hQ : Q * Q = Q
h0 : Q ≠ 0
w : n → ℂ
hw : Q *ᵥ w ≠ 0
r : ℝ
hr0 : 0 ≤ r
hr : star (Q *ᵥ w) ⬝ᵥ Q *ᵥ w = ↑r
h : 0 = r
⊢ Q *ᵥ w ⬝ᵥ star (Q *ᵥ w) = 0
```

After these edits no error is left:

```diff
@@ -27,5 +27,5 @@
     refine lt_of_le_of_ne hr0 fun h => hw ?_
     apply dotProduct_star_self_eq_zero.1
-    rw [dotProduct_comm, hr, ← h, Complex.ofReal_zero]
+    rw [hr, ← h, Complex.ofReal_zero]
   obtain ⟨s, hs, hrs⟩ : ∃ s : ℝ, 0 < s ∧ s * s = r :=
     ⟨√r, Real.sqrt_pos.2 hpos, Real.mul_self_sqrt hpos.le⟩
```

What went wrong. The error arises in the proof that `r` is positive, where `r = 0` is assumed and `Q *ᵥ w = 0` is to be derived. Applying `dotProduct_star_self_eq_zero.1` reduces this to `star (Q *ᵥ w) ⬝ᵥ Q *ᵥ w = 0`, with the starred vector on the left. That is already the left-hand side of `hr`. The rewrite with `dotProduct_comm` then swaps the two factors, leaving the goal `Q *ᵥ w ⬝ᵥ star (Q *ᵥ w) = 0` shown in the message. The two products are equal in value, but `rw` looks for the pattern as written and does not try commutativity, so `hr` finds no match.

The repair removes `dotProduct_comm`. Now `hr` turns the product into `r` cast to a complex number, `← h` replaces `r` by 0, and `Complex.ofReal_zero` reduces the goal to `0 = 0`, which `rw` closes by reflexivity.
